# Equal Landau-level cutoffs give the Dirac matrix a spurious zero mode and index 0

Take a code that diagonalises the two-dimensional massless Dirac Hamiltonian in a uniform magnetic field, for one valley, spin and guiding centre. With the same number of Landau levels kept on both sublattices, it finds two states at zero energy where the full ladder has one. The extra state sits in the highest retained level of the wrong sublattice. Raising the cutoff moves it to a higher level but does not remove it. The number of zero modes is then doubled, and their sublattice imbalance cancels.

## Two zero modes from a square block, one from a staggered block

Keep levels $0,\dots,M-1$ on the upper sublattice and $0,\dots,N-1$ on the lower one. The cut lowering matrix $A$ and the Dirac matrix $D$ are

$$A_{ij}=\sqrt{j}\,\delta_{i+1,j},\qquad D=\begin{pmatrix}0&A\\A^\dagger&0\end{pmatrix}.$$

The index is $\dim\ker A-\dim\ker A^\dagger$, the number of zero modes on the lower sublattice minus the number on the upper one.

- For $M=N=n+1$, the kernel of $D$ has dimension 2. It is spanned by level $0$ of the lower sublattice and level $n$ of the upper one, and the index is $0$.
- For $M=n$, $N=n+1$, only level $0$ of the lower sublattice remains, and the index is $1$.
- For any finite block $A$, whatever its entries, the index is the number of columns minus the number of rows.

## Where a Landau-level code meets the artefact

For one valley, spin and guiding centre of non-interacting graphene in the continuum Dirac model, $D$ is the Hamiltonian in units of $\sqrt2\,\hbar v/\ell_B$, with $v$ the Dirac velocity and $\ell_B$ the magnetic length. Any count of zero-energy states, or of their sublattice polarisation, depends on the cutoffs.

A sublattice mass $m\neq0$, added as $+m$ on the upper and $-m$ on the lower sublattice, moves the true mode to $-m$ and the artefact to $+m$, an energy at which the full ladder has no level. The artefact can then pass for a band edge.

The remedy is to allocate one level fewer on the upper sublattice. If the code has $A^\dagger$ in the upper right block instead, the sublattices exchange roles.

## Solving the zero-mode equation row by row

Write the spinor as $(u,v)$, with $u$ on the upper and $v$ on the lower sublattice. Then $D(u,v)=(Av,A^\dagger u)$, so a zero mode satisfies $Av=0$ and $A^\dagger u=0$ separately. Each row contains at most one amplitude:

$$(Av)_i=\sqrt{i+1}\,v_{i+1}\ \ (i+1<N),\qquad (A^\dagger u)_j=\sqrt{j}\,u_{j-1}\ \ (1\le j\le M),$$

with $0\le i<M$ and $0\le j<N$; all other rows vanish. The square roots that appear are nonzero, so

$$v_j=0\ \text{ for } 1\le j\le M,\qquad u_i=0\ \text{ for } i+1<N,$$

wherever these levels are retained.

For $M=N=n+1$ this leaves $v_0$ and $u_n$ free. They belong to different sublattices, so the two modes are independent and the kernel has dimension 2. For $M=n$, $N=n+1$, every $u_i$ vanishes and only $v_0$ is free.

For the index of a general $M\times N$ block, let $r$ be the rank of $A$, which is also the rank of $A^\dagger$. By rank-nullity, $\dim\ker A=N-r$ and $\dim\ker A^\dagger=M-r$, and the difference is $N-M$. No change of the matrix elements in a square block can therefore restore index $1$.

Without a cutoff, the equations are $\sqrt{k+1}\,v_{k+1}=0$ and $\sqrt{k+1}\,u_k=0$ for all $k\ge0$. There is no top level to escape them, and only $v_0$ survives.

## The Lean file

```lean
import Mathlib

open Matrix Module
open scoped ComplexOrder

namespace TruncatedLandauDirac

noncomputable section

/-- The ladder amplitude `√k` between the levels `k` and `k - 1`. -/
def amp (k : ℕ) : ℂ := ((Real.sqrt (k : ℝ) : ℝ) : ℂ)

/-- The lowering operator cut to `M` output levels and `N` input levels. -/
def lowering (M N : ℕ) : Matrix (Fin M) (Fin N) ℂ :=
  Matrix.of fun i j => if (i : ℕ) + 1 = (j : ℕ) then amp j else 0

/-- The Dirac matrix on two sublattices, with off-diagonal blocks `A` and `A†`. -/
def dirac {m n : Type*} (A : Matrix m n ℂ) : Matrix (m ⊕ n) (m ⊕ n) ℂ :=
  Matrix.fromBlocks 0 A Aᴴ 0

/-- The untruncated Dirac operator, acting on the level amplitudes of both sublattices. -/
def fullDirac (ψ : ℕ ⊕ ℕ → ℂ) : ℕ ⊕ ℕ → ℂ
  | Sum.inl k => amp (k + 1) * ψ (Sum.inr (k + 1))
  | Sum.inr 0 => 0
  | Sum.inr (k + 1) => amp (k + 1) * ψ (Sum.inl k)

/-- The index: the number of independent zero modes of `A` minus that of `A†`. -/
def zeroModeIndex {m n : Type*} [Fintype m] [Fintype n] (A : Matrix m n ℂ) : ℤ :=
  (finrank ℂ (LinearMap.ker A.mulVecLin) : ℤ) - (finrank ℂ (LinearMap.ker Aᴴ.mulVecLin) : ℤ)

/-- The state in level `0` of the lower sublattice. -/
def bottomMode (n : ℕ) : Fin (n + 1) ⊕ Fin (n + 1) → ℂ := Pi.single (Sum.inr 0) 1

/-- The state in the last retained level of the upper sublattice. -/
def topMode (n : ℕ) : Fin (n + 1) ⊕ Fin (n + 1) → ℂ := Pi.single (Sum.inl (Fin.last n)) 1

/-- The ladder amplitude is nonzero for every level above the lowest. -/
theorem amp_ne_zero {k : ℕ} (hk : 0 < k) : amp k ≠ 0 :=
  Complex.ofReal_ne_zero.mpr (Real.sqrt_pos.mpr (Nat.cast_pos.mpr hk)).ne'

/-- The entry `(i, j)` of the cut lowering matrix is nonzero exactly when `i + 1 = j`. -/
theorem lowering_ne_zero_iff {M N : ℕ} (i : Fin M) (j : Fin N) :
    lowering M N i j ≠ 0 ↔ (i : ℕ) + 1 = (j : ℕ) := by
  constructor
  · intro h
    by_contra e
    exact h (by simp [lowering, e])
  · intro e
    have h : lowering M N i j = amp j := by simp [lowering, e]
    rw [h]
    exact amp_ne_zero (by omega)

/-- If each row of `B` has at most one nonzero entry, `B` annihilates `v` exactly when `v`
vanishes wherever `B` has a nonzero entry. -/
theorem mulVec_zero_iff {p q : Type*} [Fintype q] (B : Matrix p q ℂ)
    (hB : ∀ i j k, B i j ≠ 0 → B i k ≠ 0 → j = k) (v : q → ℂ) :
    B *ᵥ v = 0 ↔ ∀ i j, B i j ≠ 0 → v j = 0 := by
  constructor
  · intro h i j hij
    have hrow : ∑ k, B i k * v k = 0 := congrFun h i
    rw [Finset.sum_eq_single j] at hrow
    · exact (mul_eq_zero.mp hrow).resolve_left hij
    · intro k _ hk
      have h0 : B i k = 0 := by
        by_contra hik
        exact hk (hB i k j hik hij)
      rw [h0, zero_mul]
    · intro hj
      exact absurd (Finset.mem_univ j) hj
  · intro h
    funext i
    change ∑ j, B i j * v j = 0
    refine Finset.sum_eq_zero fun j _ => ?_
    by_cases e : B i j = 0
    · rw [e, zero_mul]
    · rw [h i j e, mul_zero]

/-- A spinor is a zero mode of the Dirac matrix with cutoffs `M` and `N` exactly when its lower
component vanishes in the levels `1, ..., M` and its upper component vanishes in every level `i`
with `i + 1 < N`. -/
theorem dirac_zero_iff {M N : ℕ} (ψ : Fin M ⊕ Fin N → ℂ) :
    dirac (lowering M N) *ᵥ ψ = 0 ↔
      (∀ j : Fin N, 0 < (j : ℕ) → (j : ℕ) ≤ M → ψ (Sum.inr j) = 0) ∧
      (∀ i : Fin M, (i : ℕ) + 1 < N → ψ (Sum.inl i) = 0) := by
  -- the two sublattice equations decouple
  have hsplit : dirac (lowering M N) *ᵥ ψ = 0 ↔
      lowering M N *ᵥ (ψ ∘ Sum.inr) = 0 ∧ (lowering M N)ᴴ *ᵥ (ψ ∘ Sum.inl) = 0 := by
    rw [dirac, Matrix.fromBlocks_mulVec]
    simp only [Matrix.zero_mulVec, zero_add, add_zero]
    constructor
    · intro h
      exact ⟨funext fun i => congrFun h (Sum.inl i), funext fun j => congrFun h (Sum.inr j)⟩
    · rintro ⟨h1, h2⟩
      rw [h1, h2]
      funext x
      rcases x with i | j <;> rfl
  have hA : ∀ (j : Fin N) (i : Fin M),
      (lowering M N)ᴴ j i ≠ 0 ↔ (i : ℕ) + 1 = (j : ℕ) := fun j i => by
    rw [Matrix.conjTranspose_apply, star_ne_zero, lowering_ne_zero_iff]
  rw [hsplit, mulVec_zero_iff (lowering M N) (fun i j k hj hk => Fin.ext (by
      rw [lowering_ne_zero_iff] at hj hk; omega)),
    mulVec_zero_iff (lowering M N)ᴴ (fun j i k hi hk => Fin.ext (by
      rw [hA] at hi hk; omega))]
  simp only [lowering_ne_zero_iff, hA]
  exact and_congr
    ⟨fun h j h0 hM => h ⟨(j : ℕ) - 1, by omega⟩ j (Nat.sub_add_cancel h0),
      fun h i j e => h j (by omega) (by have := i.isLt; omega)⟩
    ⟨fun h i hi => h ⟨(i : ℕ) + 1, hi⟩ i rfl,
      fun h j i e => h i (by have := j.isLt; omega)⟩

/-- For any finite block `A`, the index is the number of columns minus the number of rows. -/
theorem index_eq_dimension_difference {m n : Type*} [Fintype m] [Fintype n]
    (A : Matrix m n ℂ) :
    zeroModeIndex A = (Fintype.card n : ℤ) - (Fintype.card m : ℤ) := by
  have h1 := A.mulVecLin.finrank_range_add_finrank_ker
  have h2 := Aᴴ.mulVecLin.finrank_range_add_finrank_ker
  have h3 : Aᴴ.rank = A.rank := Matrix.rank_conjTranspose A
  rw [Module.finrank_fintype_fun_eq_card] at h1 h2
  unfold Matrix.rank at h3
  unfold zeroModeIndex
  omega

/-- With `n + 1` levels kept on both sublattices, the zero modes of the Dirac matrix are spanned
by the bottom level of one sublattice and the top level of the other. They form a
two-dimensional space, and the index is `0`. -/
theorem truncated_zero_modes (n : ℕ) :
    LinearMap.ker (dirac (lowering (n + 1) (n + 1))).mulVecLin
        = Submodule.span ℂ {bottomMode n, topMode n} ∧
      finrank ℂ (LinearMap.ker (dirac (lowering (n + 1) (n + 1))).mulVecLin) = 2 ∧
      zeroModeIndex (lowering (n + 1) (n + 1)) = 0 := by
  have hker : LinearMap.ker (dirac (lowering (n + 1) (n + 1))).mulVecLin
      = Submodule.span ℂ {bottomMode n, topMode n} := by
    ext ψ
    rw [LinearMap.mem_ker, Matrix.mulVecLin_apply, dirac_zero_iff, Submodule.mem_span_pair]
    constructor
    · rintro ⟨hv, hu⟩
      refine ⟨ψ (Sum.inr 0), ψ (Sum.inl (Fin.last n)), ?_⟩
      funext x
      rcases x with i | j
      · by_cases hi : i = Fin.last n
        · simp [bottomMode, topMode, hi]
        · have hne : (i : ℕ) ≠ n := fun e => hi (Fin.ext e)
          have h0 := hu i (by have := i.isLt; omega)
          simp [bottomMode, topMode, hi, h0]
      · by_cases hj : j = 0
        · simp [bottomMode, topMode, hj]
        · have hne : (j : ℕ) ≠ 0 := fun e => hj (Fin.ext e)
          have h0 := hv j (by omega) (by have := j.isLt; omega)
          simp [bottomMode, topMode, hj, h0]
    · rintro ⟨α, β, rfl⟩
      constructor
      · intro j hj _
        have hne : j ≠ 0 := by
          rintro rfl
          simp at hj
        simp [bottomMode, topMode, hne]
      · intro i hi
        have hne : i ≠ Fin.last n := by
          rintro rfl
          simp at hi
        simp [bottomMode, topMode, hne]
  -- the two modes live on different sublattices, hence are independent
  have hli : LinearIndependent ℂ ![bottomMode n, topMode n] := by
    rw [LinearIndependent.pair_iff]
    intro s t h
    constructor
    · simpa [bottomMode, topMode, Pi.single_apply] using congrFun h (Sum.inr 0)
    · simpa [bottomMode, topMode, Pi.single_apply] using congrFun h (Sum.inl (Fin.last n))
  have hr : Set.range ![bottomMode n, topMode n] = {bottomMode n, topMode n} := by
    simp only [Matrix.range_cons, Matrix.range_empty, Set.union_empty, Set.union_singleton]
    exact Set.pair_comm _ _
  refine ⟨hker, ?_, ?_⟩
  · rw [hker, ← hr, finrank_span_eq_card hli, Fintype.card_fin]
  · rw [index_eq_dimension_difference]
    exact sub_self _

/-- With `n` levels on the upper sublattice and `n + 1` on the lower one, the zero modes are the
spinors supported in level `0` of the lower sublattice, and the index is `1`. -/
theorem staggered_cutoff (n : ℕ) :
    (∀ ψ, dirac (lowering n (n + 1)) *ᵥ ψ = 0 ↔ ∀ x, x ≠ Sum.inr 0 → ψ x = 0) ∧
      zeroModeIndex (lowering n (n + 1)) = 1 := by
  constructor
  · intro ψ
    rw [dirac_zero_iff]
    constructor
    · rintro ⟨hv, hu⟩ (i | j) hx
      · exact hu i (by have := i.isLt; omega)
      · have hne : (j : ℕ) ≠ 0 := fun e => hx (congrArg Sum.inr (Fin.ext e))
        exact hv j (by omega) (by have := j.isLt; omega)
    · intro h
      refine ⟨fun j hj _ => h (Sum.inr j) ?_, fun i _ => h (Sum.inl i) (by simp)⟩
      intro e
      rw [Sum.inr.inj e] at hj
      simp at hj
  · rw [index_eq_dimension_difference, Fintype.card_fin, Fintype.card_fin]
    push_cast
    ring

/-- Without truncation, the zero modes of the Dirac operator are exactly the spinors supported
in level `0` of the lower sublattice. -/
theorem untruncated_zero_modes (ψ : ℕ ⊕ ℕ → ℂ) :
    fullDirac ψ = 0 ↔ ∀ x, x ≠ Sum.inr 0 → ψ x = 0 := by
  constructor
  · intro h x hx
    rcases x with k | k
    · -- level k is always seen in level k + 1: there is no top level
      have hk : amp (k + 1) * ψ (Sum.inl k) = 0 := congrFun h (Sum.inr (k + 1))
      exact (mul_eq_zero.mp hk).resolve_left (amp_ne_zero k.succ_pos)
    · cases k with
      | zero => exact absurd rfl hx
      | succ k =>
        have hk : amp (k + 1) * ψ (Sum.inr (k + 1)) = 0 := congrFun h (Sum.inl k)
        exact (mul_eq_zero.mp hk).resolve_left (amp_ne_zero k.succ_pos)
  · intro h
    funext x
    rcases x with k | (_ | k)
    · simp [fullDirac, h (Sum.inr (k + 1)) (by simp)]
    · rfl
    · simp [fullDirac, h (Sum.inl k) (by simp)]

end

end TruncatedLandauDirac
```

```lean
#print axioms TruncatedLandauDirac.dirac_zero_iff
#print axioms TruncatedLandauDirac.truncated_zero_modes
#print axioms TruncatedLandauDirac.staggered_cutoff
#print axioms TruncatedLandauDirac.untruncated_zero_modes
```

```
'TruncatedLandauDirac.dirac_zero_iff' depends on axioms: [propext, Classical.choice, Quot.sound]
'TruncatedLandauDirac.truncated_zero_modes' depends on axioms: [propext, Classical.choice, Quot.sound]
'TruncatedLandauDirac.staggered_cutoff' depends on axioms: [propext, Classical.choice, Quot.sound]
'TruncatedLandauDirac.untruncated_zero_modes' depends on axioms: [propext, Classical.choice, Quot.sound]
```

## What the theorems say about the matrix in the code

`lowering M N` is $A$, with both level indices starting at zero, and `dirac` builds $D$. In a spinor, `Sum.inl` labels the upper sublattice and `Sum.inr` the lower one. `bottomMode n` and `topMode n` are the two normalised basis states.

`truncated_zero_modes` states the span, the dimension 2 and the index $0$ for every $n$, including $n=0$, where $D$ is the $2\times2$ zero matrix. `staggered_cutoff` states the remedy. `untruncated_zero_modes` concerns `fullDirac`, which acts on all amplitude sequences, normalisable or not. It determines the zero modes, from which index $1$ can be read off; `zeroModeIndex` itself is defined only for finite matrices.

The proof uses the same steps as the derivation, but it proves the row lemma before separating the sublattices, and the index formula before treating the two choices of cutoff. `lowering_ne_zero_iff` locates the nonzero entries, and `mulVec_zero_iff` reduces each row sum to its single term with `Finset.sum_eq_single`. In `dirac_zero_iff`, `hsplit` separates the sublattices and `omega` handles the level inequalities. `index_eq_dimension_difference` applies rank-nullity to $A$ and $A^\dagger$ and equates their ranks. In `truncated_zero_modes`, `hker` expands a zero mode with coefficients $v_0$ and $u_n$, and `hli` proves independence by evaluating a vanishing combination at the two occupied levels.

The row argument assumes at most one nonzero entry per row. Without that assumption, `mulVec_zero_iff` fails: the row $(1\;\;1)$ annihilates $(1,-1)^T$, although neither amplitude vanishes. A code that adds further couplings between levels may thus have zero modes of a different shape, while the index formula still holds as long as the Hamiltonian keeps its off-diagonal block form.

The theorems describe exact matrices at zero energy. The nonzero levels, the mass term discussed above, interactions and floating-point diagonalisation would each need an argument of their own.
